# Same cusp, energy-dependent curvature: two radial pair states with equal angular momentum and potential

Q: Take two electrons with relative angular momentum zero and no potential besides their repulsion. In atomic units, with $r$ their distance, $f_1=e^{r/2}$ and $f_2=(1+r/4)e^{r/4}$ both solve $-f''-2f'/r+f/r=Ef$, with energies $E_1=-1/4$ and $E_2=-1/16$. Both start as $1+r/2$, but the $r^2$ coefficients are $1/8$ and $3/32$. Where does the difference come from?

A: Insert $f=1+ar+br^2+\dots$ and sort by powers of $r$. The $1/r$ terms give $-2a+1=0$, so $a=1/2$ without any reference to the energy. The constant terms give $-6b+a=E$, so $b=(1/2-E)/6$. The energy first enters at second order, and the two coefficients differ by $(E_2-E_1)/6=1/32$.

Q: Those functions grow exponentially. What physical object does the formal version describe?

A: A separated pair state $r^l f(r)Y_{lm}$, with the factor $r^l$ removed. The reduced mass is $1/2$, so the kinetic operator is $-\nabla^2$, and acting on $r^l f$ it leaves $-f''-2(l+1)f'/r$. The definition records the local equation and regularity at the origin. It asks for no decay at infinity, so bound states qualify, and so do growing solutions such as your two, which can't be normalised and are not physical states.

In Lean 4 with Mathlib:

```lean
import Mathlib

open Set Filter Topology

namespace CoalescenceCurvature

/-- A radial factor `f` for angular momentum `l` and energy `E`, with no decay at infinity required,
normalised to `f 0 = 1`, twice continuously differentiable on `[0,∞)` with derivatives `df` and
`ddf`, and obeying `-f'' - 2(l+1)f'/r + γf/r + Wf = Ef` for `r > 0`. -/
structure IsRadialFactor (l : ℕ) (γ : ℝ) (W : ℝ → ℝ) (E : ℝ) (f df ddf : ℝ → ℝ) : Prop where
  value : f 0 = 1
  hasDeriv : ∀ r ≥ 0, HasDerivWithinAt f (df r) (Ici 0) r
  hasDeriv2 : ∀ r ≥ 0, HasDerivWithinAt df (ddf r) (Ici 0) r
  cont : ContinuousOn ddf (Ici 0)
  radial : ∀ r > 0,
    -ddf r - 2 * ((l : ℝ) + 1) * df r / r + γ * f r / r + W r * f r = E * f r
```

Here `l` is the angular momentum, `E` the energy of relative motion, and `γ` the Coulomb strength: $1$ for two electrons in these units, though any real number is allowed. `W` is the remaining potential in $r$, such as a trap. The functions `df` and `ddf` are $f'$ and $f''$, tied to `f` by `hasDeriv` and `hasDeriv2`. `Ici 0` is $[0,\infty)$, so derivatives at the origin are one-sided. The field `value` fixes the normalisation $f(0)=1$, and `radial` is imposed only for $r>0$.

Q: You assume that $f''$ is continuous up to $r=0$. Isn't that most of the answer?

A: Regularity at the origin is a real assumption: it excludes the solutions that behave like $r^{-(2l+1)}$ there, and the differential equation alone doesn't give it. It doesn't supply the values of $f'(0)$ and $f''(0)$, though. Those come from limits $r\to0^+$, written `𝓝[>] 0`, for which two small lemmas are needed: a right-continuous function tends to its value at zero, and a difference quotient tends to the one-sided derivative.

```lean
/-- A function continuous from the right at the origin tends to its value there as `r → 0⁺`. -/
theorem tendsto_right {g : ℝ → ℝ} (h : ContinuousWithinAt g (Ici 0) 0) :
    Tendsto g (𝓝[>] 0) (𝓝 (g 0)) :=
  (h.mono Ioi_subset_Ici_self).tendsto

/-- The difference quotient at the origin tends to the one-sided derivative as `r → 0⁺`. -/
theorem tendsto_quotient {g : ℝ → ℝ} {c : ℝ} (h : HasDerivWithinAt g c (Ici 0) 0) :
    Tendsto (fun r => (g r - g 0) / r) (𝓝[>] 0) (𝓝 c) := by
  have h1 := (hasDerivWithinAt_iff_tendsto_slope'
    (show (0 : ℝ) ∉ Ioi (0 : ℝ) by simp)).1 (h.mono Ioi_subset_Ici_self)
  refine h1.congr fun r => ?_
  rw [slope_def_field, sub_zero]
```

Q: And how do you get from a second derivative at an endpoint to an $r^2$ coefficient?

A: By L'Hôpital's rule. For a function $g$ with derivative $g'$, the numerator $g(r)-g(0)-g'(0)r$ and the denominator $r^2$ both vanish at zero. The quotient of their derivatives is
$$\frac{g'(r)-g'(0)}{2r}\to\frac{g''(0)}2 .$$
The six bullets in the proof supply the two derivatives, the nonzero derivative of the denominator, the two vanishing limits and the limit of this last quotient.

```lean
/-- Second-order Taylor expansion at the edge of the half-line: if `g` has derivative `dg` on
`[0,∞)` and `dg` has one-sided derivative `c` at `0`, then `(g(r) - g(0) - g'(0)r)/r² → c/2`. -/
theorem tendsto_taylor_two {g dg : ℝ → ℝ} {c : ℝ}
    (hg : ∀ r ≥ 0, HasDerivWithinAt g (dg r) (Ici 0) r)
    (hdg : HasDerivWithinAt dg c (Ici 0) 0) :
    Tendsto (fun r => (g r - g 0 - dg 0 * r) / r ^ 2) (𝓝[>] 0) (𝓝 (c / 2)) := by
  have hpos : ∀ᶠ r in 𝓝[>] (0 : ℝ), 0 < r := self_mem_nhdsWithin
  have hid : Tendsto (fun r : ℝ => r) (𝓝[>] 0) (𝓝 0) :=
    tendsto_id.mono_left nhdsWithin_le_nhds
  -- L'Hôpital's rule reduces the claim to the difference quotient of `dg`
  refine HasDerivAt.lhopital_zero_nhdsGT (f := fun r => g r - g 0 - dg 0 * r)
    (g := fun r => r ^ 2) (f' := fun r => dg r - dg 0) (g' := fun r => 2 * r)
    ?_ ?_ ?_ ?_ ?_ ?_
  · filter_upwards [hpos] with r hr
    have h := (hg r hr.le).hasDerivAt (Ici_mem_nhds hr)
    exact ((h.sub_const (g 0)).sub ((hasDerivAt_id' r).const_mul (dg 0))).congr_deriv
      (by simp)
  · filter_upwards [hpos] with r hr
    exact (hasDerivAt_pow 2 r).congr_deriv (by norm_num)
  · filter_upwards [hpos] with r hr
    exact (mul_pos two_pos hr).ne'
  · have h : Tendsto (fun r => g r - g 0 - dg 0 * r) (𝓝[>] 0)
        (𝓝 (g 0 - g 0 - dg 0 * 0)) :=
      ((tendsto_right (hg 0 le_rfl).continuousWithinAt).sub tendsto_const_nhds).sub
        (hid.const_mul (dg 0))
    rwa [show g 0 - g 0 - dg 0 * 0 = 0 by ring] at h
  · have h : Tendsto (fun r : ℝ => r ^ 2) (𝓝[>] 0) (𝓝 (0 ^ 2)) := hid.pow 2
    rwa [show (0 : ℝ) ^ 2 = 0 by norm_num] at h
  · refine ((tendsto_quotient hdg).div_const 2).congr fun r => ?_
    show (dg r - dg 0) / r / 2 = (dg r - dg 0) / (2 * r)
    rw [div_div, mul_comm r 2]
```

Q: Now the cusp. Show me that the energy really drops out for general $l$.

A: Multiply the radial equation by $r$ and rearrange:
$$r f''+2(l+1)f'=\gamma f+r(W-E)f .$$
As $r\to0^+$, the terms with an explicit $r$ vanish, because $f''$, $W$ and $f$ have finite limits. What remains is $2(l+1)f'(0)=\gamma$, hence
$$f'(0)=\frac{\gamma}{2(l+1)} .$$
For two electrons this is $1/2$ at $l=0$ and $1/4$ at $l=1$.

```lean
variable {l : ℕ} {γ E E₁ E₂ : ℝ} {W f df ddf f₁ df₁ ddf₁ f₂ df₂ ddf₂ : ℝ → ℝ}

/-- Cusp condition: if `W` is continuous from the right at `0`, the slope of the radial factor
at coalescence is `γ/(2(l+1))`. -/
theorem cusp (h : IsRadialFactor l γ W E f df ddf) (hW : ContinuousWithinAt W (Ici 0) 0) :
    df 0 = γ / (2 * ((l : ℝ) + 1)) := by
  have hid : Tendsto (fun r : ℝ => r) (𝓝[>] 0) (𝓝 0) :=
    tendsto_id.mono_left nhdsWithin_le_nhds
  have hf := tendsto_right (h.hasDeriv 0 le_rfl).continuousWithinAt
  have hd := tendsto_right (h.hasDeriv2 0 le_rfl).continuousWithinAt
  have hdd := tendsto_right (h.cont 0 (le_refl (0 : ℝ)))
  have hL : Tendsto (fun r => r * ddf r + 2 * ((l : ℝ) + 1) * df r) (𝓝[>] 0)
      (𝓝 (0 * ddf 0 + 2 * ((l : ℝ) + 1) * df 0)) := (hid.mul hdd).add (hd.const_mul _)
  have hR : Tendsto (fun r => γ * f r + r * ((W r - E) * f r)) (𝓝[>] 0)
      (𝓝 (γ * f 0 + 0 * ((W 0 - E) * f 0))) :=
    (hf.const_mul γ).add (hid.mul (((tendsto_right hW).sub tendsto_const_nhds).mul hf))
  -- the radial equation multiplied by `r`
  have heq : (fun r => r * ddf r + 2 * ((l : ℝ) + 1) * df r) =ᶠ[𝓝[>] 0]
      (fun r => γ * f r + r * ((W r - E) * f r)) := by
    filter_upwards [self_mem_nhdsWithin] with r hr
    have hr' : 0 < r := hr
    have hi : r * r⁻¹ = 1 := mul_inv_cancel₀ hr'.ne'
    linear_combination (-r) * h.radial r hr' - (2 * ((l : ℝ) + 1) * df r - γ * f r) * hi
  have e := tendsto_nhds_unique (hL.congr' heq) hR
  rw [h.value] at e
  rw [eq_div_iff (by positivity)]
  linear_combination e
```

The hypothesis `hW` says that `W` is continuous from the right at zero and asks nothing elsewhere. The definition does restrict `W` further out: since $f''$ is continuous, the radial equation makes `W` continuous at every $r>0$ with $f(r)\neq0$, so a potential with a step there is not covered. In the proof, `hL` and `hR` are the limits of the two sides, `heq` is the multiplied equation, and `tendsto_nhds_unique` equates the limits.

Q: At the next order you have $1/r$ singularities. How do you take a limit there?

A: The cusp condition removes them. Since $2(l+1)f'(0)/r=\gamma/r$, the equation becomes
$$f''+2(l+1)\frac{f'-f'(0)}r=\gamma\frac{f-1}r+(W-E)f .$$
Both fractions are difference quotients, so the limit is
$$(2l+3)f''(0)=\gamma f'(0)+W(0)-E .$$
Inserting the cusp value gives
$$f''(0)=\frac{\gamma^2/(2(l+1))+W(0)-E}{2l+3} .$$

```lean
/-- Curvature at coalescence: if `W` is continuous from the right at `0`, then
`f''(0) = (γ²/(2(l+1)) + W(0) - E)/(2l+3)`. -/
theorem curvature (h : IsRadialFactor l γ W E f df ddf)
    (hW : ContinuousWithinAt W (Ici 0) 0) :
    ddf 0 = (γ ^ 2 / (2 * ((l : ℝ) + 1)) + W 0 - E) / (2 * (l : ℝ) + 3) := by
  have hc : df 0 * (2 * ((l : ℝ) + 1)) = γ := (eq_div_iff (by positivity)).1 (cusp h hW)
  have hf := tendsto_right (h.hasDeriv 0 le_rfl).continuousWithinAt
  have hdd := tendsto_right (h.cont 0 (le_refl (0 : ℝ)))
  have hL : Tendsto (fun r => ddf r + 2 * ((l : ℝ) + 1) * ((df r - df 0) / r)) (𝓝[>] 0)
      (𝓝 (ddf 0 + 2 * ((l : ℝ) + 1) * ddf 0)) :=
    hdd.add ((tendsto_quotient (h.hasDeriv2 0 le_rfl)).const_mul _)
  have hR : Tendsto (fun r => γ * ((f r - f 0) / r) + (W r - E) * f r) (𝓝[>] 0)
      (𝓝 (γ * df 0 + (W 0 - E) * f 0)) :=
    ((tendsto_quotient (h.hasDeriv 0 le_rfl)).const_mul γ).add
      (((tendsto_right hW).sub tendsto_const_nhds).mul hf)
  -- the cusp condition cancels the `1/r` singularities
  have heq : (fun r => ddf r + 2 * ((l : ℝ) + 1) * ((df r - df 0) / r)) =ᶠ[𝓝[>] 0]
      (fun r => γ * ((f r - f 0) / r) + (W r - E) * f r) := by
    filter_upwards [self_mem_nhdsWithin] with r hr
    rw [h.value]
    linear_combination (-1 : ℝ) * h.radial r hr - r⁻¹ * hc
  have e := tendsto_nhds_unique (hL.congr' heq) hR
  rw [h.value, cusp h hW] at e
  rw [eq_div_iff (by positivity)]
  linear_combination e
```

The structure of the proof is the same as before. This time `heq` uses the cusp condition `hc` to rewrite the equation, and `linear_combination` checks the algebra.

Half of this curvature is the $r^2$ coefficient, so the Taylor lemma gives the expansion at coalescence:

```lean
/-- Second-order coalescence condition: for `W` continuous from the right at `0`, the `r²`
coefficient of the radial factor is `(γ²/(2(l+1)) + W(0) - E)/(4l+6)`. -/
theorem second_order (h : IsRadialFactor l γ W E f df ddf)
    (hW : ContinuousWithinAt W (Ici 0) 0) :
    Tendsto (fun r => (f r - 1 - γ / (2 * ((l : ℝ) + 1)) * r) / r ^ 2) (𝓝[>] 0)
      (𝓝 ((γ ^ 2 / (2 * ((l : ℝ) + 1)) + W 0 - E) / (4 * (l : ℝ) + 6))) := by
  have t := tendsto_taylor_two h.hasDeriv (h.hasDeriv2 0 le_rfl)
  rw [h.value, cusp h hW, curvature h hW, div_div,
    show (2 * (l : ℝ) + 3) * 2 = 4 * (l : ℝ) + 6 by ring] at t
  exact t
```

Q: Then what exactly is claimed about two states?

A: They have the same $l$, $\gamma$ and $W$, while $E_1$ and $E_2$ are free. The first claim is that their slopes at zero agree, which is the cusp formula used twice. For the second, write
$$\frac{f_1/f_2-1}{r^2}=\frac{f_1-f_2}{r^2 f_2} .$$
The constant and linear terms cancel in $f_1-f_2$. Dividing by $r^2$ leaves the difference of the two second-order coefficients, in which $\gamma$ and $W(0)$ cancel too. Since $f_2\to1$, the limit is $(E_2-E_1)/(4l+6)$.

```lean
/-- Two states with the same `l`, `γ` and `W`, with `W` continuous from the right at `0`, have
the same cusp, while `(f₁/f₂ - 1)/r²` tends to `(E₂ - E₁)/(4l+6)` at coalescence. -/
theorem same_cusp_ratio_curvature (h₁ : IsRadialFactor l γ W E₁ f₁ df₁ ddf₁)
    (h₂ : IsRadialFactor l γ W E₂ f₂ df₂ ddf₂) (hW : ContinuousWithinAt W (Ici 0) 0) :
    df₁ 0 = df₂ 0 ∧
      Tendsto (fun r => (f₁ r / f₂ r - 1) / r ^ 2) (𝓝[>] 0)
        (𝓝 ((E₂ - E₁) / (4 * (l : ℝ) + 6))) := by
  refine ⟨(cusp h₁ hW).trans (cusp h₂ hW).symm, ?_⟩
  have hf := tendsto_right (h₂.hasDeriv 0 le_rfl).continuousWithinAt
  rw [h₂.value] at hf
  have hlim := ((second_order h₁ hW).sub (second_order h₂ hW)).div hf one_ne_zero
  have key : (E₂ - E₁) / (4 * (l : ℝ) + 6) =
      ((γ ^ 2 / (2 * ((l : ℝ) + 1)) + W 0 - E₁) / (4 * (l : ℝ) + 6)
        - (γ ^ 2 / (2 * ((l : ℝ) + 1)) + W 0 - E₂) / (4 * (l : ℝ) + 6)) / 1 := by ring
  rw [key]
  refine hlim.congr' ?_
  -- the constant and linear terms of the two states cancel
  filter_upwards [hf.eventually_ne one_ne_zero] with r hne
  have hq : f₁ r / f₂ r - 1 = (f₁ r - f₂ r) / f₂ r := by rw [sub_div, div_self hne]
  simp only [Pi.div_apply, hq]
  ring
```

The proof subtracts the two instances of `second_order` and divides by `f₂`, which tends to one. The term `hf.eventually_ne one_ne_zero` ensures that the denominator is nonzero close to the origin.

Q: Does it matter that both states see the same $W$?

A: Yes. Take any radial factor $f$ with potential $W$ and energy $E$. The same $f$ solves the equation with potential $W+1$ and energy $E+1$. The ratio is one near the origin, where $f\neq0$, and the limit is zero, whereas the energy formula would give $1/(4l+6)$. What fails in this example is the equality of the two potentials at $r=0$.

Q: So with a common potential, equal curvature means equal energy?

A: Yes, in both directions. The curvature formulas have the same nonzero denominator $2l+3$, and their numerators differ only in the energy.

```lean
/-- Two states with the same `l`, `γ` and `W`, with `W` continuous from the right at `0`, have
equal curvature at coalescence exactly when their energies are equal. -/
theorem curvature_eq_iff (h₁ : IsRadialFactor l γ W E₁ f₁ df₁ ddf₁)
    (h₂ : IsRadialFactor l γ W E₂ f₂ df₂ ddf₂) (hW : ContinuousWithinAt W (Ici 0) 0) :
    ddf₁ 0 = ddf₂ 0 ↔ E₁ = E₂ := by
  have hl : 2 * (l : ℝ) + 3 ≠ 0 := by positivity
  rw [curvature h₁ hW, curvature h₂ hW, div_left_inj' hl]
  constructor <;> intro h <;> linarith
```

Q: Could the hypotheses be so strict that no two states of different energy satisfy them?

A: No, there is an explicit pair for every $l$. Let $\kappa$ be a real parameter, $W=0$ and $\gamma=2(l+1)(l+2)\kappa$; every $\gamma$ is reached by a choice of $\kappa$. For $e^{ar}$ with $a=(l+2)\kappa$, the $1/r$ terms cancel because $\gamma=2(l+1)a$, which leaves $E=-a^2$.

For $f=(1+\kappa r)e^{ar}$ with $a=(l+1)\kappa$, differentiation gives
$$f'=(\kappa+a+a\kappa r)e^{ar},\qquad f''=(2a\kappa+a^2+a^2\kappa r)e^{ar} .$$
The $1/r$ terms cancel because $\kappa+a=(l+2)\kappa$. Apart from the exponential, the constant terms are
$$-2a\kappa-a^2-2(l+1)a\kappa+\gamma\kappa=-a^2,$$
and the linear term is $-a^2\kappa r$. Together they are $-a^2(1+\kappa r)$, so $E=-a^2$.

```lean
/-- For `W = 0` and `γ = 2(l+1)(l+2)κ`, the functions `exp((l+2)κr)` and
`(1+κr)exp((l+1)κr)` are radial factors with energies `-((l+2)κ)²` and `-((l+1)κ)²`. -/
theorem isRadialFactor_witness (l : ℕ) (κ : ℝ) :
    IsRadialFactor l (2 * (l + 1) * (l + 2) * κ) (fun _ => 0) (-((l + 2) * κ) ^ 2)
      (fun r => Real.exp ((l + 2) * κ * r))
      (fun r => (l + 2) * κ * Real.exp ((l + 2) * κ * r))
      (fun r => ((l + 2) * κ) ^ 2 * Real.exp ((l + 2) * κ * r)) ∧
    IsRadialFactor l (2 * (l + 1) * (l + 2) * κ) (fun _ => 0) (-((l + 1) * κ) ^ 2)
      (fun r => (1 + κ * r) * Real.exp ((l + 1) * κ * r))
      (fun r => ((l + 2) * κ + (l + 1) * κ ^ 2 * r) * Real.exp ((l + 1) * κ * r))
      (fun r => ((l + 1) * (l + 3) * κ ^ 2 + (l + 1) ^ 2 * κ ^ 3 * r)
        * Real.exp ((l + 1) * κ * r)) := by
  have he : ∀ a r : ℝ, HasDerivAt (fun x => Real.exp (a * x)) (a * Real.exp (a * r)) r :=
    fun a r => ((hasDerivAt_id' r).const_mul a).exp.congr_deriv (by ring)
  have hp : ∀ p q a r : ℝ, HasDerivAt (fun x => (p + q * x) * Real.exp (a * x))
      ((q + a * (p + q * r)) * Real.exp (a * r)) r := fun p q a r =>
    ((((hasDerivAt_id' r).const_mul q).const_add p).mul (he a r)).congr_deriv (by ring)
  constructor
  · refine ⟨by simp, fun r _ => (he _ r).hasDerivWithinAt, fun r _ => ?_,
      by fun_prop, fun r _ => by ring⟩
    exact (((he _ r).const_mul _).congr_deriv (by ring)).hasDerivWithinAt
  · refine ⟨by simp, fun r _ => ?_, fun r _ => ?_, by fun_prop, fun r hr => ?_⟩
    · exact ((hp _ _ _ r).congr_deriv (by ring)).hasDerivWithinAt
    · exact ((hp _ _ _ r).congr_deriv (by ring)).hasDerivWithinAt
    · have hi : r * r⁻¹ = 1 := mul_inv_cancel₀ (ne_of_gt hr)
      linear_combination 2 * ((l : ℝ) + 1) * κ ^ 2 * Real.exp ((l + 1) * κ * r) * hi

end CoalescenceCurvature
```

In the code, `he` and `hp` are the derivative rules for an exponential and for a linear function times an exponential. The energies differ whenever $\kappa\neq0$. Your opening example is $l=0$, $\kappa=1/4$. With $l=0$, $\kappa=-1/2$ the functions are $e^{-r}$ and $(1-r/2)e^{-r/2}$, the hydrogen 1s and 2s shapes, with energies $-1$ and $-1/4$ in rydberg.

Q: Where would I meet this in an actual calculation?

A: Take two electrons in a harmonic trap of frequency $1/2$, where the relative motion separates and $W=r^2/16$. The function $(1+r/2)e^{-r^2/8}$ is a solution with $l=0$ and relative energy $5/4$. Its $r^2$ coefficient is $(1/2-5/4)/6=-1/8$.

Suppose you use the correlation factor $1+(1-e^{-\beta r})/(2\beta)=1+r/2-\beta r^2/4+\dots$ with a fixed exponent $\beta>0$. Its linear term suits every $l=0$ state, but its quadratic term matches this state only for $\beta=1/2$. With $\beta=1/2$, the remaining part of the wave function has to supply the difference for every $l=0$ state of another relative energy in this trap. For a separable pair, then, one fixed factor can supply the linear term for all states of the same $l$, while the quadratic term depends on the energy.

Q: And for a real many-electron atom?

A: There the pair distance doesn't separate from the other coordinates, and no single equation with a common $W(r)$ holds. The theorems concern the separated radial equation, so their cusp statement is narrower than Kato's condition for many-electron wave functions.

```lean
#print axioms CoalescenceCurvature.same_cusp_ratio_curvature
#print axioms CoalescenceCurvature.curvature_eq_iff
```

```
'CoalescenceCurvature.same_cusp_ratio_curvature' depends on axioms: [propext, Classical.choice, Quot.sound]
'CoalescenceCurvature.curvature_eq_iff' depends on axioms: [propext, Classical.choice, Quot.sound]
```
